# A lower bound of 1/2 on the mean energy of a quartic oscillator with non-negative coupling

The declaration `half_norm_le_energy` concerns one particle on a line in the potential `x²/2 + lam x⁴` with `lam ≥ 0`, in units with `ħ = m = 1`. It states that for every real, continuously differentiable, compactly supported wave function `ψ`, the integral of `ψ'²/2 + (x²/2 + lam x⁴) ψ²` is at least half the integral of `ψ²`. `ψ` need not be normalised; when it is, the bound says that the mean energy is at least 1/2. The proof uses the fact that the derivative of `x ψ²` integrates to zero, so half of it can be subtracted from `ψ²/2` without changing the integral. The energy integrand then exceeds the result pointwise by `(ψ' + x ψ)²/2 + lam x⁴ ψ²`, which is non-negative.

An attempt in Lean 4 with a fault in it:

```lean
import Mathlib

open MeasureTheory Real

namespace OnePointHermiteDVR

noncomputable section

/-- The potential `x²/2 + lam x⁴` of the quartic anharmonic oscillator. -/
def quartic (lam x : ℝ) : ℝ := x ^ 2 / 2 + lam * x ^ 4

/-- The energy integral of a real wave function `ψ` in the potential `V`
(units with `ħ = m = 1`). -/
def energy (V ψ : ℝ → ℝ) : ℝ := ∫ x : ℝ, (deriv ψ x ^ 2 / 2 + V x * ψ x ^ 2)

private theorem hasDerivAt_sq {f : ℝ → ℝ} {f' x : ℝ} (h : HasDerivAt f f' x) :
    HasDerivAt (fun y => f y ^ 2) (2 * f x * f') x := by
  simpa using h.fun_pow 2

/-- For `lam ≥ 0` the energy integral of a C¹ compactly supported wave function is at
least half its squared norm. -/
theorem half_norm_le_energy {lam : ℝ} (hlam : 0 ≤ lam) {ψ : ℝ → ℝ}
    (hψ : ContDiff ℝ 1 ψ) (hs : HasCompactSupport ψ) :
    1 / 2 * ∫ x : ℝ, ψ x ^ 2 ≤ energy (quartic lam) ψ := by
  obtain ⟨hdiff, hc'⟩ := contDiff_one_iff_deriv.mp hψ
  have hc := hψ.continuous
  have hV : Continuous (quartic lam) := by
    unfold quartic
    fun_prop
  have key : ∀ g : ℝ → ℝ, Continuous g → Integrable (fun x => g x * ψ x) :=
    fun g hg => (hg.mul hc).integrable_of_hasCompactSupport hs.mul_left
  have iN : Integrable (fun x => ψ x ^ 2) := by
    simpa only [sq] using key ψ hc
  have iK : Integrable (fun x => deriv ψ x ^ 2) := by
    simpa only [sq] using
      (hc'.mul hc').integrable_of_hasCompactSupport hs.deriv.mul_left
  have iV : Integrable (fun x => quartic lam x * ψ x ^ 2) :=
    (key (fun x => quartic lam x * ψ x) (hV.mul hc)).congr
      (Filter.Eventually.of_forall fun x => by beta_reduce; ring)
  have iF : Integrable (fun x => x * ψ x ^ 2) :=
    (key (fun x => x * ψ x) (continuous_id.mul hc)).congr
      (Filter.Eventually.of_forall fun x => by beta_reduce; ring)
  have iF' : Integrable (fun x => 1 * ψ x ^ 2 + x * (2 * ψ x * deriv ψ x)) :=
    (key (fun x => ψ x + x * (2 * deriv ψ x))
      (hc.add (continuous_id.mul (continuous_const.mul hc')))).congr
      (Filter.Eventually.of_forall fun x => by beta_reduce; ring)
  -- the total derivative of `x ψ²` integrates to zero
  have hzero := integral_eq_zero_of_hasDerivAt_of_integrable
    (fun x => (hasDerivAt_id' x).fun_mul (hasDerivAt_sq (hdiff x).hasDerivAt)) iF' iF
  have hI : ∫ x : ℝ, (1 / 2 * ψ x ^ 2
      - 1 / 2 * (1 * ψ x ^ 2 + x * (2 * ψ x * deriv ψ x)))
      = 1 / 2 * ∫ x : ℝ, ψ x ^ 2 := by
    rw [integral_sub (iN.const_mul _) (iF'.const_mul _), integral_const_mul,
      integral_const_mul, hzero]
    ring
  rw [← hI]
  unfold energy
  -- pointwise, the difference is `(ψ' + x ψ)²/2 + lam x⁴ ψ²`
  refine integral_mono ((iN.const_mul _).sub (iF'.const_mul _))
    ((iK.div_const 2).add iV) fun x => ?_
  simp only [quartic]
  nlinarith [sq_nonneg (deriv ψ x + x * ψ x),
    mul_nonneg hlam (sq_nonneg (x ^ 2 * ψ x))]

end

end OnePointHermiteDVR
```

Messages:

```
Main.lean:35:4: error: Type mismatch: After simplification, term
  Continuous.integrable_of_hasCompactSupport (Continuous.mul hc' hc')
    (HasCompactSupport.mul_left (HasCompactSupport.deriv hs))
 has type
  @Integrable ℝ PseudoMetricSpace.toUniformSpace.toTopologicalSpace SeminormedAddGroup.toContinuousENorm ℝ
    measurableSpace (deriv ψ * deriv ψ) volume
but is expected to have type
  @Integrable ℝ PseudoMetricSpace.toUniformSpace.toTopologicalSpace SeminormedAddGroup.toContinuousENorm ℝ
    measureSpace.toMeasurableSpace (fun x => deriv ψ x * deriv ψ x) volume
```

The error is in `iK`, the integrability of `deriv ψ x ^ 2`. After `simpa only [sq]` has rewritten the square, the goal is about `fun x => deriv ψ x * deriv ψ x`, while the supplied term is about `deriv ψ * deriv ψ`, a product of functions. These are the same function by definition, but seeing it means unfolding multiplication on functions. `sq` does not do that, and the final comparison in `simpa` unfolds too little to find it. The message also shows the measurable space on `ℝ` written in two ways; these too agree by definition.

The repair first states the integrability as `h`, with the product written pointwise, and gives the same term as its proof. Lean now checks the term against that stated type with ordinary unfolding, which accepts it. `simpa only [sq] using h` then has only to turn the square in the goal into the product that `h` already contains.

The repair, with which the file compiles:

```diff
@@ -33,6 +33,7 @@
     simpa only [sq] using key ψ hc
   have iK : Integrable (fun x => deriv ψ x ^ 2) := by
-    simpa only [sq] using
+    have h : Integrable (fun x => deriv ψ x * deriv ψ x) :=
       (hc'.mul hc').integrable_of_hasCompactSupport hs.deriv.mul_left
+    simpa only [sq] using h
   have iV : Integrable (fun x => quartic lam x * ψ x ^ 2) :=
     (key (fun x => quartic lam x * ψ x) (hV.mul hc)).congr
```
